# Peierls stability at $T>0$ for finitely many level pairs $\pm\sqrt{e_j^2+D^2}$ with $e_j\ne0$ and elastic energy $KD^2$: $D=0$ is the unique free-energy minimum exactly when $K\ge\sum_j\tanh(e_j/2T)/(2e_j)$

Q: Which energies are being compared, and in what conventions?

A: A chain at half filling can lower its electronic free energy by dimerizing, but the distortion costs elastic energy. We ask when the undistorted chain wins. The bare levels, measured from the chemical potential, form pairs $\pm e_j$, with $j$ in a finite index set `ι` that counts each pair once. The distortion turns each pair $\pm e_j$ into $\pm E_j(D)$, with $E_j(D)=\sqrt{e_j^2+D^2}$. Temperature is in energy units, $k_B=1$.

```lean
import Mathlib

open Real Filter Topology

namespace PeierlsFreeEnergy

noncomputable section

variable {ι : Type*} [Fintype ι]

/-- Upper energy `√(e² + D²)` of the pair of levels that starts at `±e`, at dimerization gap `D`. -/
def bandEnergy (e D : ℝ) : ℝ := √(e ^ 2 + D ^ 2)
```

Textbooks usually write $\Delta$ for $D$. It is called a gap here, although the splitting of a pair is $2E_j$. The free energy is
$$F(D)=KD^2-2T\sum_j\log\bigl(2\cosh(E_j(D)/2T)\bigr).$$

```lean
/-- Free energy of the dimerized chain: elastic energy `K D²` plus the electronic part at
temperature `T ≠ 0`. -/
def freeEnergy (K T : ℝ) (e : ι → ℝ) (D : ℝ) : ℝ :=
  K * D ^ 2 - 2 * T * ∑ j, log (2 * cosh (bandEnergy (e j) D / (2 * T)))
```

The constant $K$ stands for the lattice stiffness. If the distortion is $u$, the elastic energy $\tfrac12\kappa u^2$ and the gap $D=gu$, then $K=\kappa/(2g^2)$, so $K$ also contains the electron-lattice coupling $g$. One more quantity is needed:
$$R(D)=\sum_j\frac{\tanh(E_j(D)/2T)}{2E_j(D)}.$$

```lean
/-- Electronic response to dimerization at gap `D`, for `T ≠ 0` and nonzero band energies. -/
def response (T : ℝ) (e : ι → ℝ) (D : ℝ) : ℝ :=
  ∑ j, tanh (bandEnergy (e j) D / (2 * T)) / (2 * bandEnergy (e j) D)
```

The name `response` is local to this file; $R$ is scaled so that it compares directly with $K$.

Q: A sum of log-cosh terms could be anything. Where are the fermions?

A: Independent fermions in the levels $\pm E_j$ at zero chemical potential have the grand potential $-T\sum_j[\log(1+e^{-E_j/T})+\log(1+e^{E_j/T})]$. Put $x=E_j/2T$. Then $1+e^{-2x}=e^{-x}\,2\cosh x$ and $1+e^{2x}=e^{x}\,2\cosh x$. The exponentials cancel in the product, so the bracket equals $2\log(2\cosh x)$. The next theorem proves this identity, with the two factorisations as `h1` and `h2`.

```lean
/-- For `T > 0` the electronic part of the free energy is the grand potential of independent
fermions in the levels `±√(e_j² + D²)` at zero chemical potential. -/
theorem freeEnergy_eq_grandPotential (K T : ℝ) (e : ι → ℝ) (D : ℝ) :
    freeEnergy K T e D = K * D ^ 2 - T * ∑ j,
      (log (1 + exp (-(bandEnergy (e j) D / T))) + log (1 + exp (bandEnergy (e j) D / T))) := by
  have key : ∀ x : ℝ, log (1 + exp (-(x + x))) + log (1 + exp (x + x))
      = 2 * log (2 * cosh x) := by
    intro x
    have hp : exp x * exp (-x) = 1 := by rw [← Real.exp_add]; simp
    have h1 : 1 + exp (-(x + x)) = exp (-x) * (2 * cosh x) := by
      rw [neg_add, Real.exp_add, Real.cosh_eq]
      linear_combination -hp
    have h2 : 1 + exp (x + x) = exp x * (2 * cosh x) := by
      rw [Real.exp_add, Real.cosh_eq]
      linear_combination -hp
    have hc : 2 * cosh x ≠ 0 := (mul_pos two_pos (Real.cosh_pos x)).ne'
    rw [h1, h2, Real.log_mul (Real.exp_pos _).ne' hc, Real.log_mul (Real.exp_pos _).ne' hc,
      Real.log_exp, Real.log_exp]
    ring
  have hj : ∀ j, log (1 + exp (-(bandEnergy (e j) D / T))) + log (1 + exp (bandEnergy (e j) D / T))
      = 2 * log (2 * cosh (bandEnergy (e j) D / (2 * T))) := by
    intro j
    have hx : bandEnergy (e j) D / T
        = bandEnergy (e j) D / (2 * T) + bandEnergy (e j) D / (2 * T) := by ring
    rw [hx, key]
  rw [Finset.sum_congr rfl (fun j _ => hj j), ← Finset.mul_sum, freeEnergy]
  ring
```

Spin is included by listing each pair twice.

Q: Then what controls the competition? An expansion in small $D$ would say nothing about a distant minimum.

A: No expansion is used. The control comes from $\tanh x/x$, which decreases strictly for $x>0$. Write it as $\sinh x/(x\cosh x)$. Its derivative is
$$\frac{x(\cosh^2x-\sinh^2x)-\sinh x\cosh x}{(x\cosh x)^2}=\frac{x-\sinh x\cosh x}{(x\cosh x)^2}<0,$$
because $\sinh x>x$ and $\cosh x\ge1$. In Lean, `hd` is this derivative and `strictAntiOn_of_deriv_neg` turns its sign into monotonicity.

```lean
/-- The function `tanh x / x` is strictly decreasing for positive `x`. -/
theorem tanh_div_lt {a b : ℝ} (ha : 0 < a) (hab : a < b) : tanh b / b < tanh a / a := by
  have hd : ∀ x : ℝ, 0 < x → HasDerivAt (fun y => sinh y / (y * cosh y))
      ((x - sinh x * cosh x) / (x * cosh x) ^ 2) x := by
    intro x hx
    have h := (Real.hasDerivAt_sinh x).fun_div
      ((hasDerivAt_id' x).fun_mul (Real.hasDerivAt_cosh x)) (mul_pos hx (Real.cosh_pos x)).ne'
    refine h.congr_deriv ?_
    congr 1
    linear_combination x * Real.cosh_sq x
  have hanti : StrictAntiOn (fun y => sinh y / (y * cosh y)) (Set.Ioi 0) := by
    refine strictAntiOn_of_deriv_neg (convex_Ioi 0)
      (fun x hx => (hd x hx).continuousAt.continuousWithinAt) ?_
    intro x hx
    rw [interior_Ioi] at hx
    have hx0 : 0 < x := hx
    rw [(hd x hx0).deriv]
    -- the sign of the slope is that of x - sinh x cosh x
    have h1 : x < sinh x := Real.self_lt_sinh_iff.2 hx0
    have h2 : 1 ≤ cosh x := Real.one_le_cosh x
    have h3 := mul_nonneg (hx0.le.trans h1.le) (sub_nonneg.2 h2)
    exact div_neg_of_neg_of_pos (by linarith) (pow_pos (mul_pos hx0 (Real.cosh_pos x)) 2)
  have hq : ∀ x : ℝ, tanh x / x = sinh x / (x * cosh x) := fun x => by
    rw [Real.tanh_eq_sinh_div_cosh, div_div, mul_comm]
  rw [hq, hq]
  exact hanti ha (ha.trans hab) hab
```

Now compare $\log\cosh x$ with $x^2$. For $0<a<b$, Cauchy's mean value theorem gives a $c$ between them with
$$\log\cosh b-\log\cosh a=\frac{\tanh c}{c}\,\frac{b^2-a^2}{2}.$$
Since $\tanh c/c$ lies strictly between its values at $b$ and at $a$, the increment is bounded on both sides. The equation above is `hmid` in the proof.

```lean
/-- For `0 < a < b` the increase of `log cosh` from `a` to `b` lies strictly between
`(b² - a²)/2` times `tanh b / b` and `(b² - a²)/2` times `tanh a / a`. -/
theorem log_cosh_sub_bounds {a b : ℝ} (ha : 0 < a) (hab : a < b) :
    tanh b / b * ((b ^ 2 - a ^ 2) / 2) < log (cosh b) - log (cosh a) ∧
      log (cosh b) - log (cosh a) < tanh a / a * ((b ^ 2 - a ^ 2) / 2) := by
  have hL : ∀ x : ℝ, HasDerivAt (fun y => log (cosh y)) (tanh x) x := by
    intro x
    rw [Real.tanh_eq_sinh_div_cosh]
    exact (Real.hasDerivAt_cosh x).log (Real.cosh_pos x).ne'
  have hS : ∀ x : ℝ, HasDerivAt (fun y : ℝ => y ^ 2) (2 * x) x := by
    intro x
    simpa using hasDerivAt_pow 2 x
  -- Cauchy's mean value theorem compares log cosh x with x²
  obtain ⟨c, ⟨hac, hcb⟩, h⟩ := exists_ratio_hasDerivAt_eq_ratio_slope
    (f := fun y => log (cosh y)) (f' := tanh) (g := fun y => y ^ 2) (g' := fun y => 2 * y)
    hab (fun x _ => (hL x).continuousAt.continuousWithinAt) (fun x _ => hL x)
    (fun x _ => (hS x).continuousAt.continuousWithinAt) (fun x _ => hS x)
  have h' : (b ^ 2 - a ^ 2) * tanh c = (log (cosh b) - log (cosh a)) * (2 * c) := h
  have hc : 0 < c := ha.trans hac
  have hq : tanh c / c * c = tanh c := div_mul_cancel₀ _ hc.ne'
  have hmid : log (cosh b) - log (cosh a) = tanh c / c * ((b ^ 2 - a ^ 2) / 2) := by
    apply mul_right_cancel₀ hc.ne'
    linear_combination (-1 / 2) * h' - ((b ^ 2 - a ^ 2) / 2) * hq
  have hW : 0 < (b ^ 2 - a ^ 2) / 2 := by nlinarith
  rw [hmid]
  exact ⟨mul_lt_mul_of_pos_right (tanh_div_lt hc hcb) hW,
    mul_lt_mul_of_pos_right (tanh_div_lt ha hac) hW⟩
```

Q: The threshold contains $e_j$, but your $E_j(0)$ is $|e_j|$. Do negative levels spoil it?

A: No. Since $\tanh$ is odd, $\tanh(e/2T)/(2e)$ is even in $e$. The lemma splits on the sign of `e j` and cancels the two minus signs.

```lean
/-- At zero gap the response is the sum of `tanh(e_j/2T)/(2e_j)` over `j`. -/
theorem response_zero (T : ℝ) (e : ι → ℝ) :
    response T e 0 = ∑ j, tanh (e j / (2 * T)) / (2 * e j) := by
  refine Finset.sum_congr rfl fun j _ => ?_
  have h0 : bandEnergy (e j) 0 = |e j| := by
    rw [bandEnergy, zero_pow two_ne_zero, add_zero, Real.sqrt_sq_eq_abs]
  rw [h0]
  rcases abs_choice (e j) with h | h
  · rw [h]
  · rw [h, neg_div, Real.tanh_neg, mul_neg, neg_div_neg_eq]
```

Q: How do you get from one level to the whole chain?

A: Set $a=|e_j|/2T$ and $b=E_j(D)/2T$, so that $b^2-a^2=D^2/4T^2$. Multiplying the bounds by $2T$ gives, for $D\ne0$,
$$D^2\frac{\tanh(E_j(D)/2T)}{2E_j(D)}<2T\log\frac{\cosh b}{\cosh a}<D^2\frac{\tanh(|e_j|/2T)}{2|e_j|}.$$
Sum over $j$, with at least one term so that the inequalities stay strict, and subtract from the elastic term $KD^2$:
$$D^2\,(K-R(0))<F(D)-F(0)<D^2\,(K-R(D)).$$
In the code, `level` is the single-level statement, `hscale` does the factors of $2T$, and `Finset.sum_lt_sum_of_nonempty` does the sum.

```lean
/-- For `T > 0`, a nonempty family of nonzero levels and a nonzero gap `D`, the free energy change
lies strictly between `D² (K - response at 0)` and `D² (K - response at D)`. -/
theorem freeEnergy_bounds [Nonempty ι] {K T D : ℝ} {e : ι → ℝ} (hT : 0 < T)
    (he : ∀ j, e j ≠ 0) (hD : D ≠ 0) :
    D ^ 2 * (K - response T e 0) < freeEnergy K T e D - freeEnergy K T e 0 ∧
      freeEnergy K T e D - freeEnergy K T e 0 < D ^ 2 * (K - response T e D) := by
  have h2T : 0 < 2 * T := by positivity
  have hlog : ∀ x : ℝ, log (2 * cosh x) = log 2 + log (cosh x) := fun x =>
    Real.log_mul two_ne_zero (Real.cosh_pos x).ne'
  -- the two bounds for a single level
  have level : ∀ j,
      D ^ 2 * (tanh (bandEnergy (e j) D / (2 * T)) / (2 * bandEnergy (e j) D)) <
        2 * T * (log (2 * cosh (bandEnergy (e j) D / (2 * T)))
          - log (2 * cosh (bandEnergy (e j) 0 / (2 * T)))) ∧
      2 * T * (log (2 * cosh (bandEnergy (e j) D / (2 * T)))
          - log (2 * cosh (bandEnergy (e j) 0 / (2 * T)))) <
        D ^ 2 * (tanh (bandEnergy (e j) 0 / (2 * T)) / (2 * bandEnergy (e j) 0)) := by
    intro j
    have hej : 0 < e j ^ 2 := pow_pos (abs_pos.2 (he j)) 2 |>.trans_eq (sq_abs _)
    have hD2 : 0 < D ^ 2 := by positivity
    have h0 : 0 < bandEnergy (e j) 0 := Real.sqrt_pos.2 (by linarith)
    have hlt : bandEnergy (e j) 0 < bandEnergy (e j) D :=
      Real.sqrt_lt_sqrt (by linarith) (by linarith)
    have hsq : bandEnergy (e j) D ^ 2 - bandEnergy (e j) 0 ^ 2 = D ^ 2 := by
      rw [bandEnergy, bandEnergy, Real.sq_sqrt (by linarith), Real.sq_sqrt (by linarith)]
      ring
    have hscale : ∀ p q x t : ℝ, 0 < x →
        2 * T * (t / (x / (2 * T)) * (((p / (2 * T)) ^ 2 - (q / (2 * T)) ^ 2) / 2))
          = (p ^ 2 - q ^ 2) * (t / (2 * x)) := by
      intro p q x t hx
      field_simp
    obtain ⟨h1, h2⟩ := log_cosh_sub_bounds (div_pos h0 h2T) (div_lt_div_of_pos_right hlt h2T)
    have m1 := mul_lt_mul_of_pos_left h1 h2T
    have m2 := mul_lt_mul_of_pos_left h2 h2T
    rw [hscale _ _ _ _ (h0.trans hlt), hsq] at m1
    rw [hscale _ _ _ _ h0, hsq] at m2
    rw [hlog, hlog, add_sub_add_left_eq_sub]
    exact ⟨m1, m2⟩
  -- summation over the levels
  have hlo := Finset.sum_lt_sum_of_nonempty Finset.univ_nonempty (fun j _ => (level j).1)
  have hhi := Finset.sum_lt_sum_of_nonempty Finset.univ_nonempty (fun j _ => (level j).2)
  simp only [← Finset.mul_sum, Finset.sum_sub_distrib] at hlo hhi
  unfold freeEnergy response
  constructor <;> linarith
```

Q: And below the threshold, does the chain really distort, or does it merely have a competitor far away?

A: It is unstable to arbitrarily small distortions. If $K<R(0)$, continuity of $R$ gives $K<R(D)$ for all small $D$. The upper bound then makes $F(D)-F(0)$ negative for small $D\ne0$. The proof assumes a local minimum, finds a ball of radius `ε` where both conditions hold, and reaches a contradiction at `ε / 2`.

```lean
/-- For `T > 0` and nonzero levels, a stiffness below the threshold makes the undistorted
chain unstable: `D = 0` is not even a local minimum of the free energy. -/
theorem not_isLocalMin_of_lt [Nonempty ι] {K T : ℝ} {e : ι → ℝ} (hT : 0 < T)
    (he : ∀ j, e j ≠ 0) (hK : K < ∑ j, tanh (e j / (2 * T)) / (2 * e j)) :
    ¬ IsLocalMin (freeEnergy K T e) 0 := by
  intro h
  have h' : ∀ᶠ D in 𝓝 (0 : ℝ), freeEnergy K T e 0 ≤ freeEnergy K T e D := h
  rw [← response_zero] at hK
  have hcont : Continuous (response T e) := by
    unfold response
    refine continuous_finsetSum _ fun j _ => ?_
    have hE : Continuous (fun D => bandEnergy (e j) D) := by
      unfold bandEnergy
      fun_prop
    have hpos : ∀ D, 2 * bandEnergy (e j) D ≠ 0 := fun D => by
      have hj := he j
      have : 0 < bandEnergy (e j) D := Real.sqrt_pos.2 (by positivity)
      positivity
    simp only [Real.tanh_eq_sinh_div_cosh]
    exact ((Real.continuous_sinh.comp (hE.div_const _)).div
      (Real.continuous_cosh.comp (hE.div_const _)) (fun _ => (Real.cosh_pos _).ne')).div
      (continuous_const.mul hE) hpos
  -- the response still exceeds K at some small nonzero gap
  have hev : ∀ᶠ D in 𝓝 (0 : ℝ), K < response T e D :=
    (hcont.tendsto 0).eventually_const_lt hK
  obtain ⟨ε, hε, hball⟩ := Metric.eventually_nhds_iff.1 (h'.and hev)
  have hε2 : 0 < ε / 2 := half_pos hε
  obtain ⟨h1, h2⟩ := hball (y := ε / 2) (by
    rw [Real.dist_eq, sub_zero, abs_of_pos hε2]
    exact half_lt_self hε)
  have h3 := (freeEnergy_bounds (K := K) hT he hε2.ne').2
  have h4 := mul_neg_of_pos_of_neg (pow_pos hε2 2) (sub_neg.2 h2)
  linarith
```

Above or at the threshold, $K\ge R(0)$, and the lower bound gives $F(D)>F(0)$ for every $D\ne0$. Equality is included because the bound is strict. The two directions form the criterion: for $T>0$, real $K$ and a nonempty family of nonzero levels, $F(0)<F(D)$ for all $D\neq0$ if and only if $\sum_j\tanh(e_j/2T)/(2e_j)\le K$.

```lean
/-- Peierls criterion at temperature `T > 0` for a nonempty family of nonzero levels: the
undistorted chain is the unique global minimum of the free energy if and only if
`K ≥ ∑ tanh(e_j/2T)/(2e_j)`. -/
theorem undistorted_unique_min_iff [Nonempty ι] {K T : ℝ} {e : ι → ℝ} (hT : 0 < T)
    (he : ∀ j, e j ≠ 0) :
    (∀ D, D ≠ 0 → freeEnergy K T e 0 < freeEnergy K T e D) ↔
      ∑ j, tanh (e j / (2 * T)) / (2 * e j) ≤ K := by
  constructor
  · intro h
    by_contra hK
    refine not_isLocalMin_of_lt hT he (not_le.1 hK) (Eventually.of_forall fun D => ?_)
    by_cases hD : D = 0
    · rw [hD]
    · exact (h D hD).le
  · intro hK D hD
    rw [← response_zero] at hK
    have h1 := (freeEnergy_bounds (K := K) hT he hD).1
    have h2 := mul_nonneg (sq_nonneg D) (sub_nonneg.2 hK)
    linarith
```

Q: Why exclude $e_j=0$? A metal has states at the Fermi level.

A: For a level at zero, Lean evaluates $\tanh(0)/0$ as $0$, whereas the physical limit of that term is $1/(4T)$, so the formula would give the wrong threshold.

Q: Peierls' argument says that a one-dimensional metal distorts at zero temperature however stiff it is. You have a finite threshold.

A: Yes, and this is a weaker statement. With finitely many nonzero levels the sum stays finite as $T\to0$, tending to $\sum_j1/(2|e_j|)$, so a stiff enough chain stays undistorted. In Peierls' argument the levels form a continuum that reaches the Fermi energy. The sum per site then diverges logarithmically as $T\to0$, so no finite stiffness is enough at zero temperature. The continuum limit is not taken here.

Q: What else separates this from a real chain?

A: The spectrum $\pm\sqrt{e_j^2+D^2}$ is put in by definition, with the same $D$ for every pair. A staggered site energy on a half-filled nearest-neighbour chain produces it; alternating bond strengths give a gap that depends on wavevector. The lattice is also a single static classical coordinate, and the electrons do not interact.

Q: Can heating bring the distortion back?

A: Not in this model. As $T$ rises, $|e_j|/2T$ falls, and $\tanh$ is strictly increasing, so every term of the threshold falls. The local lemma `tanh_lt` obtains that monotonicity from $\sinh(b-a)>0$.

```lean
/-- For a nonempty family of nonzero levels the threshold stiffness falls strictly as the
temperature rises from `T₁ > 0` to `T₂`. -/
theorem threshold_strictAnti [Nonempty ι] {T₁ T₂ : ℝ} {e : ι → ℝ} (hT : 0 < T₁)
    (hTT : T₁ < T₂) (he : ∀ j, e j ≠ 0) :
    ∑ j, tanh (e j / (2 * T₂)) / (2 * e j) < ∑ j, tanh (e j / (2 * T₁)) / (2 * e j) := by
  have tanh_lt : ∀ a b : ℝ, a < b → tanh a < tanh b := by
    intro a b hab
    have h := Real.sinh_pos_iff.2 (sub_pos.2 hab)
    rw [Real.sinh_sub] at h
    rw [Real.tanh_eq_sinh_div_cosh, Real.tanh_eq_sinh_div_cosh,
      div_lt_div_iff₀ (Real.cosh_pos _) (Real.cosh_pos _)]
    linarith
  rw [← response_zero, ← response_zero]
  refine Finset.sum_lt_sum_of_nonempty Finset.univ_nonempty fun j _ => ?_
  have hj := he j
  have hE : 0 < bandEnergy (e j) 0 := Real.sqrt_pos.2 (by positivity)
  exact div_lt_div_of_pos_right
    (tanh_lt _ _ (div_lt_div_of_pos_left hE (by linarith) (by linarith))) (by linarith)
```

A chain that satisfies the criterion at $T_1$ therefore satisfies it at every $T_2>T_1$. The last proof applies the criterion once in each direction.

```lean
/-- For nonzero levels, an undistorted chain that is the unique global minimum at `T₁ > 0`
remains so at every higher temperature `T₂`. -/
theorem undistorted_stable_on_heating [Nonempty ι] {K T₁ T₂ : ℝ} {e : ι → ℝ} (hT : 0 < T₁)
    (hTT : T₁ < T₂) (he : ∀ j, e j ≠ 0)
    (h : ∀ D, D ≠ 0 → freeEnergy K T₁ e 0 < freeEnergy K T₁ e D) :
    ∀ D, D ≠ 0 → freeEnergy K T₂ e 0 < freeEnergy K T₂ e D :=
  (undistorted_unique_min_iff (hT.trans hTT) he).2
    ((threshold_strictAnti hT hTT he).le.trans ((undistorted_unique_min_iff hT he).1 h))

end

end PeierlsFreeEnergy
```

```lean
#print axioms PeierlsFreeEnergy.freeEnergy_eq_grandPotential
#print axioms PeierlsFreeEnergy.undistorted_unique_min_iff
#print axioms PeierlsFreeEnergy.undistorted_stable_on_heating
```

```
'PeierlsFreeEnergy.freeEnergy_eq_grandPotential' depends on axioms: [propext, Classical.choice, Quot.sound]
'PeierlsFreeEnergy.undistorted_unique_min_iff' depends on axioms: [propext, Classical.choice, Quot.sound]
'PeierlsFreeEnergy.undistorted_stable_on_heating' depends on axioms: [propext, Classical.choice, Quot.sound]
```

The temperature can also be read as a Fermi-Dirac smearing parameter: in this model, with its symmetric spectrum $\pm E_j(D)$ and with the $e_j$ and $K$ held fixed, a larger smearing temperature can remove a dimerization but cannot create one.

Q: Give me numbers.

A: Take a single pair of levels $\pm e$ with $e=1$, at $T=1/2$, so $2T=1$. The threshold is $\tanh(1)/2\approx0.381$. At $D=1$ we have $E=\sqrt2$ and
$$F(1)-F(0)=K-\log\frac{\cosh\sqrt2}{\cosh1}\approx K-0.345,$$
which lies between $K-0.381$ and $K-R(1)\approx K-0.314$, as it should.

For $K=0.4$ the undistorted chain is the unique minimum. For $K=0.36$ the point $D=1$ lies higher than $D=0$ by about $0.015$, yet $K$ is below the threshold, so smaller distortions still lower the free energy.

For $K=0.3$ the chain is unstable at $T=1/2$. Heating restores it once $\tanh(1/2T)\le0.6$, that is, for $T\ge1/(2\ln2)\approx0.721$.
